# Hermitian matrices with equal trace moments are unitarily equivalent

Two calculations on the same molecule report one-particle density matrices $\gamma$ and $\gamma'$ in different orthonormal bases of the same orbital space. Their entries disagree, but that may reflect only the choice of orbitals. The traces of powers, $m_k(\gamma)=\operatorname{tr}\gamma^k$, do not depend on that choice. Do they contain enough information to decide whether a unitary matrix turns $\gamma$ into $\gamma'$?

For Hermitian matrices they do. With $d$ orbitals, the moments $m_1,\dots,m_d$ suffice:

$$m_k(\gamma)=m_k(\gamma')\ \text{ for } 1\le k\le d \iff \gamma'=U\gamma U^\dagger\ \text{ for some unitary } U.$$

Equality of all moments is therefore an equivalent condition too. In electronic structure, this lets $d$ traces compare the natural occupations of two density matrices without diagonalising either, for a finite orthonormal orbital set and in exact arithmetic.

## From traces to occupations to a unitary

**Invariance.** If $\gamma'=U\gamma U^\dagger$, the inner factors $U^\dagger U=1$ cancel in every power, so $\gamma'^k=U\gamma^kU^\dagger$. Cyclicity of the trace gives $m_k(\gamma')=\operatorname{tr}(U^\dagger U\gamma^k)=m_k(\gamma)$.

**Power sums.** Conversely, suppose the first $d$ moments agree. Diagonalise both matrices,
$$\gamma=VDV^\dagger,\qquad \gamma'=WD'W^\dagger,$$
where $V$ and $W$ are unitary with the natural orbitals as columns, and $D$ and $D'$ are diagonal with the real occupations $x_i$ and $y_i$. By invariance, $m_k(\gamma)=\sum_i x_i^k=:p_k(x)$, and likewise for $\gamma'$. Hence $p_k(x)=p_k(y)$ for $1\le k\le d$.

**Newton's identities.** Let $e_k(x)$ be the sum of all products of $k$ occupations with distinct indices, with $e_0=1$. For $1\le k\le d$,
$$k\,e_k(x)=(-1)^{k+1}\sum_{j=0}^{k-1}(-1)^j e_j(x)\,p_{k-j}(x).$$
The right side contains only earlier $e_j$ and power sums of orders $1$ to $k$. By induction, and after division by $k$, $e_k(x)=e_k(y)$ for all $k\le d$. Since
$$\prod_i(t-x_i)=\sum_{j=0}^{d}(-1)^j e_j(x)\,t^{d-j},$$
the two monic polynomials with roots $x_i$ and $y_i$ coincide. Their roots agree with multiplicity, so there is a permutation $\sigma$ with $y_{\sigma(i)}=x_i$.

**Matching orbitals.** Let $w_i$ be the columns of $W$, and let $P$ have columns $w_{\sigma(i)}$. Reordering an orthonormal basis leaves it orthonormal, so $P$ is unitary, and
$$PDP^\dagger=\sum_i x_i\,w_{\sigma(i)}w_{\sigma(i)}^\dagger=\sum_i y_{\sigma(i)}\,w_{\sigma(i)}w_{\sigma(i)}^\dagger=\gamma'.$$
Set $U=PV^\dagger$. It is unitary, and $U\gamma U^\dagger=PV^\dagger(VDV^\dagger)VP^\dagger=PDP^\dagger=\gamma'$.

## Density matrices and moments in Lean

The finite type `n` labels the orbitals, so $d$ is `Fintype.card n`.

```lean
import Mathlib

open Matrix

namespace OccupationMoments

noncomputable section

variable {n : Type*} [Fintype n] [DecidableEq n]
```

A density matrix is a `Matrix n n ℂ`, and `ᴴ` is the conjugate transpose. The matrix product represents composition of operators because the orbitals are taken to be orthonormal; no overlap matrix appears.

```lean
/-- The `k`-th moment of a one-particle matrix: the trace of its `k`-th power. -/
def moment (γ : Matrix n n ℂ) (k : ℕ) : ℂ := Matrix.trace (γ ^ k)
```

The moment is complex-valued by type. The zeroth moment is always $d$ and carries no information about the occupations.

## Invariance and natural orbitals

The first lemma proves $(U\gamma U^\dagger)^k=U\gamma^kU^\dagger$ by induction on $k$, then moves $U^\dagger$ to the front inside the trace with `Matrix.trace_mul_comm`.

```lean
/-- Moments do not change under a unitary change of orbitals. -/
theorem moment_unitary_conj {U : Matrix n n ℂ} (hU : U ∈ Matrix.unitaryGroup n ℂ)
    (γ : Matrix n n ℂ) (k : ℕ) : moment (U * γ * Uᴴ) k = moment γ k := by
  have h1 : Uᴴ * U = 1 := Matrix.mem_unitaryGroup_iff'.mp hU
  have h2 : U * Uᴴ = 1 := Matrix.mem_unitaryGroup_iff.mp hU
  -- the inner factors `Uᴴ * U` cancel in every power
  have h : (U * γ * Uᴴ) ^ k = U * γ ^ k * Uᴴ := by
    induction k with
    | zero => rw [pow_zero, pow_zero, mul_one, h2]
    | succ k ih =>
      calc (U * γ * Uᴴ) ^ (k + 1) = U * γ ^ k * Uᴴ * (U * γ * Uᴴ) := by rw [pow_succ, ih]
        _ = U * γ ^ k * (Uᴴ * U) * γ * Uᴴ := by simp only [mul_assoc]
        _ = U * γ ^ (k + 1) * Uᴴ := by rw [h1, mul_one, pow_succ, mul_assoc U]
  unfold moment
  rw [h, Matrix.trace_mul_comm, ← mul_assoc, h1, one_mul]
```

The spectral theorem supplies the natural orbitals. The hypothesis `γ.IsHermitian` provides the real function `hγ.eigenvalues`, which plays the role of $x$.

```lean
/-- A Hermitian matrix is diagonal in a unitary basis of natural orbitals, with its
natural occupations on the diagonal. -/
theorem exists_natural_orbitals {γ : Matrix n n ℂ} (hγ : γ.IsHermitian) :
    ∃ V ∈ Matrix.unitaryGroup n ℂ,
      γ = V * Matrix.diagonal (fun i => (hγ.eigenvalues i : ℂ)) * Vᴴ := by
  refine ⟨hγ.eigenvectorUnitary, hγ.eigenvectorUnitary.2, ?_⟩
  have h := hγ.spectral_theorem
  rw [Unitary.conjStarAlgAut_apply] at h
  exact h
```

Combining the two lemmas reduces each moment to that of a diagonal matrix, which is a power sum.

```lean
/-- The `k`-th moment is the sum of the `k`-th powers of the natural occupations. -/
theorem moment_eq_sum_occupations {γ : Matrix n n ℂ} (hγ : γ.IsHermitian) (k : ℕ) :
    moment γ k = ((∑ i, hγ.eigenvalues i ^ k : ℝ) : ℂ) := by
  obtain ⟨V, hV, h⟩ := exists_natural_orbitals hγ
  calc moment γ k
      = moment (V * Matrix.diagonal (fun i => (hγ.eigenvalues i : ℂ)) * Vᴴ) k :=
        congrArg (fun A => moment A k) h
    _ = moment (Matrix.diagonal (fun i => (hγ.eigenvalues i : ℂ))) k :=
        moment_unitary_conj hV _ k
    _ = _ := by simp [moment, Matrix.diagonal_pow, Matrix.trace_diagonal]
```

## Equal power sums give a permutation

This lemma concerns real lists only. `hE` is the strong induction through Newton's identities, with `a.1` and `a.2` standing for $j$ and $k-j$. `hP` equates the polynomials, and `hM` equates their multisets of roots. Finally, `hc` says that each value $c$ occurs equally often in both lists; bijections between the corresponding sets of indices are assembled into $\sigma$.

```lean
omit [DecidableEq n] in
/-- Two families of real occupations indexed by `n`, with equal power sums of orders `1` to
`Fintype.card n`, are permutations of each other. -/
theorem occupations_perm_of_power_sums (x y : n → ℝ)
    (h : ∀ k, 1 ≤ k → k ≤ Fintype.card n → ∑ i, x i ^ k = ∑ i, y i ^ k) :
    ∃ σ : Equiv.Perm n, ∀ i, y (σ i) = x i := by
  -- Newton's identities: the elementary symmetric polynomials agree
  have hE : ∀ k, k ≤ Fintype.card n →
      MvPolynomial.aeval x (MvPolynomial.esymm n ℝ k) =
        MvPolynomial.aeval y (MvPolynomial.esymm n ℝ k) := by
    intro k
    induction k using Nat.strong_induction_on with
    | _ k ih =>
      intro hk
      rcases Nat.eq_zero_or_pos k with h0 | hpos
      · subst h0
        simp [MvPolynomial.esymm_zero]
      · have key : MvPolynomial.aeval x ((k : MvPolynomial n ℝ) * MvPolynomial.esymm n ℝ k) =
            MvPolynomial.aeval y ((k : MvPolynomial n ℝ) * MvPolynomial.esymm n ℝ k) := by
          rw [MvPolynomial.mul_esymm_eq_sum]
          simp only [map_mul, map_sum, map_pow, map_neg, map_one]
          congr 1
          apply Finset.sum_congr rfl
          intro a ha
          simp only [Finset.mem_filter] at ha
          have hlt : a.1 < k := ha.2
          have hsum : a.1 + a.2 = k := by
            first
              | exact ha.1
              | exact Finset.mem_antidiagonal.mp ha.1
              | simpa using ha.1
          have hp : MvPolynomial.aeval x (MvPolynomial.psum n ℝ a.2) =
              MvPolynomial.aeval y (MvPolynomial.psum n ℝ a.2) := by
            simpa [MvPolynomial.psum] using h a.2 (by omega) (by omega)
          rw [ih a.1 ha.2 (by omega), hp]
        simp only [map_mul, map_natCast] at key
        exact mul_left_cancel₀ (Nat.cast_ne_zero.mpr hpos.ne') key
  -- hence the monic polynomials with these roots agree, and so do the roots
  have hP : ((Finset.univ.val.map x).map (fun t => Polynomial.X - Polynomial.C t)).prod =
      ((Finset.univ.val.map y).map (fun t => Polynomial.X - Polynomial.C t)).prod := by
    have hx : Multiset.card (Finset.univ.val.map x) = Fintype.card n := by simp
    have hy : Multiset.card (Finset.univ.val.map y) = Fintype.card n := by simp
    rw [Multiset.prod_X_sub_X_eq_sum_esymm, Multiset.prod_X_sub_X_eq_sum_esymm, hx, hy]
    apply Finset.sum_congr rfl
    intro j hj
    have hj' := Finset.mem_range.mp hj
    have e := hE j (by omega)
    rw [MvPolynomial.aeval_esymm_eq_multiset_esymm,
      MvPolynomial.aeval_esymm_eq_multiset_esymm] at e
    rw [e]
  have hM : Finset.univ.val.map x = Finset.univ.val.map y := by
    have hr := congrArg Polynomial.roots hP
    rwa [Polynomial.roots_multiset_prod_X_sub_C, Polynomial.roots_multiset_prod_X_sub_C] at hr
  -- equal multiplicities give a bijection between the indices
  have hcount : ∀ (z : n → ℝ) (c : ℝ),
      Multiset.count c (Finset.univ.val.map z) = Fintype.card {i // z i = c} := by
    intro z c
    rw [Multiset.count_map, Fintype.card_subtype]
    exact congrArg Multiset.card (Multiset.filter_congr fun i _ => eq_comm)
  have hc : ∀ c, Fintype.card {i // x i = c} = Fintype.card {i // y i = c} := by
    intro c
    rw [← hcount, ← hcount, hM]
  exact ⟨Equiv.ofFiberEquiv fun c => Fintype.equivOfCardEq (hc c),
    fun i => Equiv.ofFiberEquiv_map _ i⟩
```

## The equivalence

In the main theorem both matrices are assumed Hermitian. Their occupations need not lie between $0$ and $1$, nor is the electron number fixed. The conclusion concerns matrices: $\gamma'$ may be the same operator in another basis, or a different operator with the same occupations.

In the forward direction, `Complex.ofReal_injective` turns equal complex moments into equal real power sums. The matrix `W.submatrix id σ` is $W$ with its columns reordered by $\sigma$, which is $P$; `hP1` gives $PP^\dagger=1$ and `hP2` gives $PDP^\dagger=WD'W^\dagger$. The last two calculations check that $PV^\dagger$ is unitary and carries $\gamma$ to $\gamma'$. The reverse direction is invariance.

```lean
/-- Two Hermitian matrices with orbitals labelled by `n` have the same moments of orders `1` to
`Fintype.card n` if and only if a unitary change of orbitals turns one into the other. -/
theorem first_moments_eq_iff_unitary_equiv {γ γ' : Matrix n n ℂ}
    (hγ : γ.IsHermitian) (hγ' : γ'.IsHermitian) :
    (∀ k, 1 ≤ k → k ≤ Fintype.card n → moment γ k = moment γ' k) ↔
      ∃ U ∈ Matrix.unitaryGroup n ℂ, γ' = U * γ * Uᴴ := by
  constructor
  · intro h
    obtain ⟨σ, hσ⟩ := occupations_perm_of_power_sums hγ.eigenvalues hγ'.eigenvalues (by
      intro k h1 h2
      have e := h k h1 h2
      rw [moment_eq_sum_occupations hγ, moment_eq_sum_occupations hγ'] at e
      exact Complex.ofReal_injective e)
    obtain ⟨V, hV, eV⟩ := exists_natural_orbitals hγ
    obtain ⟨W, hW, eW⟩ := exists_natural_orbitals hγ'
    have hV1 : Vᴴ * V = 1 := Matrix.mem_unitaryGroup_iff'.mp hV
    have hW1 : W * Wᴴ = 1 := Matrix.mem_unitaryGroup_iff.mp hW
    set D := Matrix.diagonal (fun i => (hγ.eigenvalues i : ℂ)) with hD
    set D' := Matrix.diagonal (fun i => (hγ'.eigenvalues i : ℂ)) with hD'
    have hDD : D = D'.submatrix σ σ := by
      rw [hD, hD', Matrix.submatrix_diagonal_equiv]
      exact congrArg Matrix.diagonal (funext fun i => by simp [hσ i])
    -- reorder the natural orbitals of `γ'` to match the occupations of `γ`
    obtain ⟨P, hP⟩ : ∃ P : Matrix n n ℂ, P = W.submatrix id σ := ⟨_, rfl⟩
    have hP1 : P * Pᴴ = 1 := by
      rw [hP, Matrix.conjTranspose_submatrix, Matrix.submatrix_mul_equiv, hW1,
        Matrix.submatrix_id_id]
    have hP2 : P * D * Pᴴ = W * D' * Wᴴ := by
      rw [hP, hDD, Matrix.conjTranspose_submatrix, Matrix.submatrix_mul_equiv,
        Matrix.submatrix_mul_equiv, Matrix.submatrix_id_id]
    have hs : (P * Vᴴ)ᴴ = V * Pᴴ := by
      rw [Matrix.conjTranspose_mul, Matrix.conjTranspose_conjTranspose]
    refine ⟨P * Vᴴ, ?_, ?_⟩
    · rw [Matrix.mem_unitaryGroup_iff, Matrix.star_eq_conjTranspose, hs]
      calc P * Vᴴ * (V * Pᴴ) = P * (Vᴴ * V) * Pᴴ := by simp only [mul_assoc]
        _ = 1 := by rw [hV1, mul_one, hP1]
    · rw [hs]
      calc γ' = P * D * Pᴴ := eW.trans hP2.symm
        _ = P * (Vᴴ * V) * D * (Vᴴ * V) * Pᴴ := by rw [hV1, mul_one, mul_one]
        _ = P * Vᴴ * (V * D * Vᴴ) * (V * Pᴴ) := by simp only [mul_assoc]
        _ = P * Vᴴ * γ * (V * Pᴴ) := congrArg (fun A => P * Vᴴ * A * (V * Pᴴ)) eV.symm
  · rintro ⟨U, hU, rfl⟩ k _ _
    exact (moment_unitary_conj hU γ k).symm
```

In the version with every natural number $k$, the forward direction keeps only the orders from $1$ to $d$ and applies the previous theorem; the reverse direction is invariance at every order.

```lean
/-- Two Hermitian matrices have the same moments of every order if and only if they are
related by a unitary change of orbitals. -/
theorem moments_eq_iff_unitary_equiv {γ γ' : Matrix n n ℂ}
    (hγ : γ.IsHermitian) (hγ' : γ'.IsHermitian) :
    (∀ k : ℕ, Matrix.trace (γ ^ k) = Matrix.trace (γ' ^ k)) ↔
      ∃ U ∈ Matrix.unitaryGroup n ℂ, γ' = U * γ * Uᴴ := by
  constructor
  · intro h
    exact (first_moments_eq_iff_unitary_equiv hγ hγ').mp fun k _ _ => h k
  · rintro ⟨U, hU, rfl⟩ k
    exact (moment_unitary_conj hU γ k).symm
```

## Too few moments, or no Hermiticity

For two orbitals, $\operatorname{diag}(2,0)$ and $\operatorname{diag}(1,1)$ both have trace $2$. Read them as spin-summed density matrices, in which a spatial orbital holds up to two electrons; for spin orbitals an occupation of $2$ would violate the Pauli principle. Their second moments are $4$ and $2$, so by invariance no unitary relates them. The proof makes this comparison after checking that both matrices are Hermitian.

```lean
/-- For two orbitals the first moment is not enough: occupations `2, 0` and `1, 1` have
the same trace, but no unitary relates the two matrices. -/
theorem first_moment_not_enough :
    (!![2, 0; 0, 0] : Matrix (Fin 2) (Fin 2) ℂ).IsHermitian ∧
    (!![1, 0; 0, 1] : Matrix (Fin 2) (Fin 2) ℂ).IsHermitian ∧
    moment (!![2, 0; 0, 0] : Matrix (Fin 2) (Fin 2) ℂ) 1 = moment !![1, 0; 0, 1] 1 ∧
    ¬ ∃ U ∈ Matrix.unitaryGroup (Fin 2) ℂ, !![1, 0; 0, 1] = U * !![2, 0; 0, 0] * Uᴴ := by
  refine ⟨?_, ?_, ?_, ?_⟩
  · ext i j
    fin_cases i <;> fin_cases j <;> simp [Matrix.conjTranspose_apply]
  · ext i j
    fin_cases i <;> fin_cases j <;> simp [Matrix.conjTranspose_apply]
  · norm_num [moment, Matrix.trace_fin_two]
  · rintro ⟨U, hU, h⟩
    -- the second moments are 2 and 4
    have e := moment_unitary_conj hU !![2, 0; 0, 0] 2
    rw [← h] at e
    norm_num [moment, pow_two, Matrix.trace_fin_two, Matrix.mul_apply, Fin.sum_univ_succ] at e
```

Hermiticity matters even when every moment is known. Let
$$N=\begin{pmatrix}0&1\\0&0\end{pmatrix}.$$
Then $\operatorname{tr}N=0$ and $N^2=0$, so $N$ has the same moments as the zero matrix, including the zeroth, which is $2$ for both. But $U\,0\,U^\dagger=0\neq N$. Here one matrix is Hermitian and the other is not, so assuming Hermiticity of only one of them is not enough. The proof treats $k=0$, $k=1$ and $k\ge2$ separately, then compares the upper-right entries.

```lean
/-- Without Hermiticity the moments do not suffice: a nonzero nilpotent matrix has all
the moments of the zero matrix, but no unitary relates the two. -/
theorem hermiticity_needed :
    (∀ k, moment (0 : Matrix (Fin 2) (Fin 2) ℂ) k = moment !![0, 1; 0, 0] k) ∧
    ¬ ∃ U ∈ Matrix.unitaryGroup (Fin 2) ℂ, !![0, 1; 0, 0] = U * 0 * Uᴴ := by
  constructor
  · have hN : (!![0, 1; 0, 0] : Matrix (Fin 2) (Fin 2) ℂ) * !![0, 1; 0, 0] = 0 := by
      ext i j
      fin_cases i <;> fin_cases j <;> simp [Matrix.mul_apply, Fin.sum_univ_succ]
    intro k
    rcases k with _ | _ | k
    · simp only [moment, pow_zero]
    · simp [moment, Matrix.trace_fin_two]
    · have e : (!![0, 1; 0, 0] : Matrix (Fin 2) (Fin 2) ℂ) ^ (k + 1 + 1) = 0 := by
        rw [pow_succ, pow_succ, mul_assoc, hN, mul_zero]
      unfold moment
      rw [e, zero_pow (by omega)]
  · rintro ⟨U, _, h⟩
    rw [mul_zero, zero_mul] at h
    have e := congrFun (congrFun h 0) 1
    simp at e

end

end OccupationMoments
```

```lean
#print axioms OccupationMoments.moments_eq_iff_unitary_equiv
-- 'OccupationMoments.moments_eq_iff_unitary_equiv' depends on axioms: [propext, Classical.choice, Quot.sound]
#print axioms OccupationMoments.first_moment_not_enough
-- 'OccupationMoments.first_moment_not_enough' depends on axioms: [propext, Classical.choice, Quot.sound]
#print axioms OccupationMoments.hermiticity_needed
-- 'OccupationMoments.hermiticity_needed' depends on axioms: [propext, Classical.choice, Quot.sound]
```
